# With a continuous mixing function on the line, a finite local hybrid energy is independent of the exact exchange gauge exactly when the mixing function is constant

Put an exchange energy of $-1$ in a narrow bump around $x=0$, then move the bump to $x=3$. The total exchange energy stays the same. Now let a functional count exact exchange with weight $1/4$ near $0$ and $3/4$ near $3$, while its semilocal part is held fixed. The bump contributes $-1/4$ before the move and $-3/4$ after it. With equal weights at the two places, nothing would change.

The total exchange energy does not determine its density, and this freedom is called the gauge. A local hybrid weights the density point by point, so it can depend on the gauge. For electronic structure this means, in the present one-dimensional model with a prescribed continuous mixing function and a fixed semilocal density, that a position-dependent fraction of exact exchange defines an energy only together with a choice of gauge for the exact exchange density.

## Densities, gauge functions and the mixed energy

All densities are real functions on the line.

```lean
import Mathlib

open MeasureTheory

namespace LocalHybridGauge

noncomputable section
```

A gauge function $g$ is continuously differentiable and vanishes outside a bounded interval.

```lean
/-- A gauge function: continuously differentiable with compact support. -/
structure IsGauge (g : ℝ → ℝ) : Prop where
  smooth : ContDiff ℝ 1 g
  compact : HasCompactSupport g
```

It changes an energy density $e$ to $e+g'$.

```lean
/-- The energy density `e` after the gauge change generated by `g`. -/
def regauge (e g : ℝ → ℝ) (x : ℝ) : ℝ := e x + deriv g x
```

Let $e_X$ be the exact exchange density, $e_{SL}$ the semilocal one and $a$ the mixing function. With $a$ and $e_{SL}$ held fixed, write the local hybrid energy as
$$E_a[e_X]=\int \bigl(a\,e_X+(1-a)\,e_{SL}\bigr)\,dx .$$
In Lean this is `localHybridEnergy a eX eSL`. A global hybrid has $a(x)=c$ for all $x$. The three functions are given data: they are not computed from orbitals or an electron density, and $a$ does not respond to the gauge. Its values need not lie between 0 and 1.

```lean
/-- The local hybrid energy: exact exchange density `eX` and semilocal density `eSL`,
mixed at each point with the fraction `a x` of exact exchange. -/
def localHybridEnergy (a eX eSL : ℝ → ℝ) : ℝ :=
  ∫ x, (a x * eX x + (1 - a x) * eSL x)
```

For a profile $\varphi$ and positions $s,t$, define
$$G_{s,t}(x)=\int_0^{x-s}\varphi(y)\,dy-\int_0^{x-t}\varphi(y)\,dy .$$
This is `transferGauge φ s t`, which part (f) examines.

```lean
/-- The integral of `φ` from `0` to `x - s` minus its integral from `0` to `x - t`. -/
def transferGauge (φ : ℝ → ℝ) (s t x : ℝ) : ℝ :=
  (∫ y in (0 : ℝ)..(x - s), φ y) - ∫ y in (0 : ℝ)..(x - t), φ y
```

## (a) A finite integral

Let $a$ be continuous and $g$ a gauge function. Show that
$$\int |a\,g'|\,dx<\infty .$$

The derivative $g'$ is continuous and vanishes wherever $g$ vanishes in a neighbourhood. Hence $a g'$ is continuous and zero outside some $[-R,R]$. It is bounded there by some $M$, so the integral is at most $2RM$. In Lean, `contDiff_one_iff_deriv` supplies the continuity of $g'$.

```lean
/-- A continuous mixing function times the derivative of a gauge function is integrable. -/
theorem integrable_mul_deriv {a g : ℝ → ℝ} (ha : Continuous a) (hg : IsGauge g) :
    Integrable (fun x => a x * deriv g x) :=
  (ha.mul (contDiff_one_iff_deriv.1 hg.smooth).2).integrable_of_hasCompactSupport
    hg.compact.deriv.mul_left
```

## (b) The integral of a gauge term

Show that every gauge function satisfies
$$\int g'\,dx=0 .$$

Choose $R$ so that $g$ vanishes at and beyond $\pm R$. The integral is then $g(R)-g(-R)=0$. The Lean proof uses a version of this argument for the whole line, which asks that $g$ and $g'$ be integrable.

```lean
/-- The derivative of a gauge function integrates to zero. -/
theorem integral_deriv_gauge {g : ℝ → ℝ} (hg : IsGauge g) : ∫ x, deriv g x = 0 := by
  have h := contDiff_one_iff_deriv.1 hg.smooth
  exact integral_eq_zero_of_hasDerivAt_of_integrable (fun x => (h.1 x).hasDerivAt)
    (h.2.integrable_of_hasCompactSupport hg.compact.deriv)
    (h.1.continuous.integrable_of_hasCompactSupport hg.compact)
```

## (c) The total exchange energy

Let $e$ be integrable. Show that $e+g'$ is integrable and that
$$\int (e+g')\,dx=\int e\,dx .$$

Both terms are integrable, by assumption and by (a) with $a=1$. The integral therefore splits, and the second part is zero by (b).

```lean
/-- A gauge change keeps an integrable energy density integrable and leaves its total
energy unchanged. -/
theorem total_energy_regauge {e g : ℝ → ℝ} (he : Integrable e) (hg : IsGauge g) :
    Integrable (regauge e g) ∧ ∫ x, regauge e g x = ∫ x, e x := by
  have hi : Integrable (deriv g) :=
    (contDiff_one_iff_deriv.1 hg.smooth).2.integrable_of_hasCompactSupport hg.compact.deriv
  refine ⟨he.add hi, ?_⟩
  unfold regauge
  rw [integral_add he hi, integral_deriv_gauge hg, add_zero]
```

## (d) The shift of the mixed energy

Let $a$ be continuous and the mixed density $a e_X+(1-a)e_{SL}$ integrable. Show that
$$E_a[e_X+g']=E_a[e_X]+\int a\,g'\,dx .$$

At each point,
$$a(e_X+g')+(1-a)e_{SL}=\bigl(a e_X+(1-a)e_{SL}\bigr)+a g' .$$
Both terms on the right are integrable, so the integral splits. The hypothesis `hE` says that the mixed energy is finite to begin with; it does not ask this of $e_X$ and $e_{SL}$ separately.

Only the exact exchange density is regauged here. If $g'$ were added to both densities, the weights $a$ and $1-a$ would add up to one and the shift would be zero by (b). The shift comes from changing the gauge of one density relative to the other.

```lean
/-- For a continuous mixing function and an integrable mixed density, a gauge change of the exact
exchange density shifts the local hybrid energy by the integral of `a g'`. -/
theorem localHybridEnergy_regauge {a eX eSL g : ℝ → ℝ} (ha : Continuous a)
    (hE : Integrable (fun x => a x * eX x + (1 - a x) * eSL x)) (hg : IsGauge g) :
    localHybridEnergy a (regauge eX g) eSL =
      localHybridEnergy a eX eSL + ∫ x, a x * deriv g x := by
  unfold localHybridEnergy regauge
  rw [← integral_add hE (integrable_mul_deriv ha hg)]
  congr 1
  funext x
  ring
```

## (e) The role of the mixing gradient

Let $a$ be continuously differentiable. Show that
$$\int a\,g'\,dx=-\int a'\,g\,dx .$$

The product $ag$ is itself a gauge function, so (b) gives
$$0=\int (ag)'\,dx=\int a'g\,dx+\int ag'\,dx .$$
In Lean, `hag` records the first observation and `hs` the product rule under the integral. The later parts need only continuity of $a$.

```lean
/-- For a continuously differentiable mixing function, the integral of `a g'` is minus the
integral of `a' g`. -/
theorem gauge_shift_eq_neg_gradient {a g : ℝ → ℝ} (ha : ContDiff ℝ 1 a) (hg : IsGauge g) :
    ∫ x, a x * deriv g x = -∫ x, deriv a x * g x := by
  have ha' := contDiff_one_iff_deriv.1 ha
  have hg' := contDiff_one_iff_deriv.1 hg.smooth
  -- the product `a g` is itself a gauge function
  have hag : IsGauge (fun x => a x * g x) := ⟨ha.mul hg.smooth, hg.compact.mul_left⟩
  have hi : Integrable (fun x => deriv a x * g x) :=
    (ha'.2.mul hg'.1.continuous).integrable_of_hasCompactSupport hg.compact.mul_left
  have hs : ∫ x, deriv (fun x => a x * g x) x =
      (∫ x, deriv a x * g x) + ∫ x, a x * deriv g x := by
    rw [← integral_add hi (integrable_mul_deriv ha'.1.continuous hg)]
    congr 1
    funext x
    exact ((ha'.1 x).hasDerivAt.fun_mul (hg'.1 x).hasDerivAt).deriv
  linarith [integral_deriv_gauge hag]
```

## (f) Moving a profile

Let $\varphi$ be continuous with $\varphi(y)=0$ for $|y|\ge 1$. Show that $G_{s,t}$ is a gauge function with
$$G_{s,t}'(x)=\varphi(x-s)-\varphi(x-t) .$$

The fundamental theorem of calculus gives the derivative, which is continuous. For the support, write
$$G_{s,t}(x)=\int_{x-t}^{x-s}\varphi(y)\,dy .$$
If $x>1+|s|+|t|$, both limits exceed $1$; if $x<-(1+|s|+|t|)$, both lie below $-1$. In either case $\varphi$ vanishes between them, so $G_{s,t}(x)=0$. Adding $G_{s,t}'$ to a density thus removes the profile at $t$ and places it at $s$. In the code, `hd` is the derivative and `hz` the vanishing of $\varphi$ between the limits.

```lean
/-- For a continuous profile `φ` with `φ y = 0` whenever `1 ≤ |y|`, `transferGauge φ s t` is a gauge
function with derivative `φ (x - s) - φ (x - t)`. -/
theorem transferGauge_spec {φ : ℝ → ℝ} (hφ : Continuous φ)
    (h0 : ∀ y, 1 ≤ |y| → φ y = 0) (s t : ℝ) :
    IsGauge (transferGauge φ s t) ∧
      ∀ x, deriv (transferGauge φ s t) x = φ (x - s) - φ (x - t) := by
  have hd : ∀ x, HasDerivAt (transferGauge φ s t) (φ (x - s) - φ (x - t)) x := by
    intro x
    have h1 := (hφ.integral_hasStrictDerivAt 0 (x - s)).hasDerivAt.comp_sub_const x s
    have h2 := (hφ.integral_hasStrictDerivAt 0 (x - t)).hasDerivAt.comp_sub_const x t
    exact h1.fun_sub h2
  have hD : deriv (transferGauge φ s t) = fun x => φ (x - s) - φ (x - t) :=
    funext fun x => (hd x).deriv
  refine ⟨⟨contDiff_one_iff_deriv.2 ⟨fun x => (hd x).differentiableAt, ?_⟩, ?_⟩,
    fun x => (hd x).deriv⟩
  · rw [hD]
    fun_prop
  · -- far away, the profile vanishes on the whole interval between `x - t` and `x - s`
    refine HasCompactSupport.intro
      (isCompact_Icc (a := -(1 + |s| + |t|)) (b := 1 + |s| + |t|)) fun x hx => ?_
    unfold transferGauge
    rw [intervalIntegral.integral_interval_sub_left (hφ.intervalIntegrable _ _)
      (hφ.intervalIntegrable _ _)]
    have hz : Set.EqOn φ (fun _ => (0 : ℝ)) (Set.uIcc (x - t) (x - s)) := by
      intro y hy
      apply h0 y
      have b1 := le_abs_self s
      have b2 := neg_abs_le s
      have b3 := le_abs_self t
      have b4 := neg_abs_le t
      have b5 := abs_nonneg s
      have b6 := abs_nonneg t
      rw [le_abs]
      rcases lt_or_ge x (-(1 + |s| + |t|)) with h | h
      · right
        rcases Set.mem_uIcc.1 hy with h' | h' <;> linarith [h'.1, h'.2]
      · have h2 : 1 + |s| + |t| < x := by
          by_contra hc
          exact hx ⟨h, not_lt.1 hc⟩
        left
        rcases Set.mem_uIcc.1 hy with h' | h' <;> linarith [h'.1, h'.2]
    rw [intervalIntegral.integral_congr hz]
    simp
```

## (g) Which mixing functions see no gauge

Let $a$ be continuous. Show that
$$\int a\,g'\,dx=0\ \text{ for every gauge function } g\quad\Longleftrightarrow\quad a\ \text{is constant}.$$

If $a=c$, the integral is $c\int g'\,dx=0$ by (b).

Conversely, suppose that all these integrals vanish, and fix $t$. Set
$$d(y)=a(y+t)-a(y),\qquad w(y)=\max(0,1-|y|),\qquad \varphi=w\,d .$$
This $\varphi$ is admissible in (f). Using the gauge function $G_{t,0}$ and substituting $x=y+t$ in the first term,
$$0=\int a(x)\bigl[\varphi(x-t)-\varphi(x)\bigr]dx=\int \varphi(y)\,d(y)\,dy=\int w(y)\,d(y)^2\,dy .$$
The last integrand is continuous and nonnegative, so it vanishes everywhere. At $y=0$ we have $w(0)=1$, hence $d(0)=0$, which says $a(t)=a(0)$. Since $t$ was arbitrary, $a$ is constant.

In the code, `s1` is the substitution, `s2` and `s3` expand the integrals, and `key` states that $\int\varphi\,d\,dy=0$.

```lean
/-- For a continuous mixing function `a`, the integral of `a g'` vanishes for every gauge
function `g` if and only if `a` is constant. -/
theorem integral_mul_deriv_eq_zero_iff {a : ℝ → ℝ} (ha : Continuous a) :
    (∀ g, IsGauge g → ∫ x, a x * deriv g x = 0) ↔ ∃ c, ∀ x, a x = c := by
  constructor
  · intro h
    refine ⟨a 0, fun t => ?_⟩
    -- profile: a tent function times the difference of the mixing at distance `t`
    obtain ⟨φ, hφ⟩ : ∃ φ : ℝ → ℝ, ∀ y, φ y = max 0 (1 - |y|) * (a (y + t) - a y) :=
      ⟨_, fun _ => rfl⟩
    have hat : Continuous (fun y => a (y + t)) := by fun_prop
    have hc : Continuous φ := by
      rw [funext hφ]
      exact (continuous_const.max (continuous_const.sub continuous_abs)).mul (hat.sub ha)
    have h0 : ∀ y, 1 ≤ |y| → φ y = 0 := by
      intro y hy
      rw [hφ, max_eq_left (by linarith), zero_mul]
    have hs : HasCompactSupport φ :=
      HasCompactSupport.intro (isCompact_Icc (a := (-1 : ℝ)) (b := 1)) fun x hx =>
        h0 x (by
          by_contra hlt
          exact hx (abs_le.1 (not_le.1 hlt).le))
    obtain ⟨hG, hD⟩ := transferGauge_spec hc h0 t 0
    have i1 : Integrable (fun y => a (y + t) * φ y) :=
      (hat.mul hc).integrable_of_hasCompactSupport hs.mul_left
    have i2 : Integrable (fun y => a y * φ y) :=
      (ha.mul hc).integrable_of_hasCompactSupport hs.mul_left
    have i3 : Integrable (fun x => a x * φ (x - t)) := by
      simpa only [sub_add_cancel] using i1.comp_sub_right t
    have s1 : ∫ x, a x * φ (x - t) = ∫ y, a (y + t) * φ y := by
      have := integral_sub_right_eq_self (μ := volume) (fun y => a (y + t) * φ y) t
      simpa only [sub_add_cancel] using this
    have s2 : ∫ x, a x * deriv (transferGauge φ t 0) x =
        (∫ x, a x * φ (x - t)) - ∫ x, a x * φ x := by
      rw [← integral_sub i3 i2]
      congr 1
      funext x
      rw [hD x, sub_zero]
      ring
    have s3 : ∫ y, φ y * (a (y + t) - a y) =
        (∫ y, a (y + t) * φ y) - ∫ y, a y * φ y := by
      rw [← integral_sub i1 i2]
      congr 1
      funext y
      ring
    have key : ∫ y, φ y * (a (y + t) - a y) = 0 := by linarith [h _ hG]
    -- a continuous nonnegative integrand with zero integral vanishes everywhere
    have hF : Continuous (fun y => φ y * (a (y + t) - a y)) := hc.mul (hat.sub ha)
    have hn : 0 ≤ (fun y => φ y * (a (y + t) - a y)) := by
      intro y
      change 0 ≤ φ y * (a (y + t) - a y)
      rw [hφ, mul_assoc]
      exact mul_nonneg (le_max_left _ _) (mul_self_nonneg _)
    have hae := (integral_eq_zero_iff_of_nonneg hn
      (hF.integrable_of_hasCompactSupport hs.mul_right)).1 key
    have hz := (Continuous.ae_eq_iff_eq volume hF continuous_const).1 hae
    have hz0 : φ 0 * (a (0 + t) - a 0) = 0 := congrFun hz 0
    have hm : max (0 : ℝ) (1 - |(0 : ℝ)|) = 1 := by norm_num
    rw [hφ, hm, one_mul, zero_add] at hz0
    linarith [mul_self_eq_zero.1 hz0]
  · rintro ⟨c, hc⟩ g hg
    simp only [hc, integral_const_mul, integral_deriv_gauge hg, mul_zero]
```

The proof turns on `Continuous.ae_eq_iff_eq`. From a zero integral of a nonnegative function, `integral_eq_zero_iff_of_nonneg` yields only that the function is zero almost everywhere, which says nothing about the single point $y=0$. The lemma closes this gap: two continuous functions that agree almost everywhere agree everywhere. If they differed at one point, they would differ on an open interval around it, and Lebesgue measure gives such an interval positive length.

Without continuity of $a$ the equivalence fails. Take $a(0)=1$ and $a(x)=0$ for $x\neq0$. Then $\int a g'\,dx=0$ for every $g$, because a single point does not contribute to an integral, yet $a$ is not constant.

## (h) Gauge-invariant local hybrids

Let $a$ be continuous and the mixed density integrable. Show that
$$E_a[e_X+g']=E_a[e_X]\ \text{ for every gauge function } g\quad\Longleftrightarrow\quad a(x)=c\ \text{ for some } c \text{ and all } x .$$

By (d), the two energies agree for a given $g$ exactly when $\int a g'\,dx=0$. Requiring this for every $g$ is the condition in (g). The Lean proof follows the same order: it rewrites the right-hand side with (g), then compares the two conditions for each $g$.

The statement concerns densities on the line and gauge functions of compact support. It does not treat three-dimensional densities or mixing functions that depend on the electron density.

```lean
/-- A local hybrid energy with continuous mixing function and integrable energy density is unchanged
by every gauge change of the exact exchange density if and only if the mixing function is constant.
-/
theorem gauge_invariant_iff_global_hybrid {a eX eSL : ℝ → ℝ} (ha : Continuous a)
    (hE : Integrable (fun x => a x * eX x + (1 - a x) * eSL x)) :
    (∀ g, IsGauge g →
      localHybridEnergy a (regauge eX g) eSL = localHybridEnergy a eX eSL) ↔
      ∃ c, ∀ x, a x = c := by
  rw [← integral_mul_deriv_eq_zero_iff ha]
  refine forall_congr' fun g => forall_congr' fun hg => ?_
  rw [localHybridEnergy_regauge ha hE hg]
  constructor <;> intro h <;> linarith
```

## (i) How far the energy can be shifted

Keep the assumptions of (h), let $a$ be non-constant, and let $E$ be any real number. Show that some gauge function $g$ satisfies
$$E_a[e_X+g']=E .$$

By (g) there is a gauge function $g_0$ with $I=\int a g_0'\,dx\neq0$. Set
$$k=\frac{E-E_a[e_X]}{I},\qquad g=k\,g_0 .$$
Then $g$ is a gauge function, and (d) gives $E_a[e_X+g']=E_a[e_X]+kI=E$. In the code, `hI` is $I\neq0$, `hk` fixes $k$, and `hs` takes the factor $k$ out of the integral. If $e_X$ is integrable, the total exchange energy stays the same throughout, by (c). The model puts no limit on the size of $g$: for large $|k|$ the density $e_X+g'$ is positive somewhere, whereas the conventional exact exchange density is nowhere positive. The result does not say how far apart the energies of gauges used in practice lie.

```lean
/-- If the mixing function is continuous but not constant and the mixed density is integrable, a
suitable gauge change of the exact exchange density gives the local hybrid energy any prescribed
value `E`. -/
theorem exists_gauge_with_energy {a eX eSL : ℝ → ℝ} (ha : Continuous a)
    (hE : Integrable (fun x => a x * eX x + (1 - a x) * eSL x))
    (hne : ¬ ∃ c, ∀ x, a x = c) (E : ℝ) :
    ∃ g, IsGauge g ∧ localHybridEnergy a (regauge eX g) eSL = E := by
  rw [← integral_mul_deriv_eq_zero_iff ha] at hne
  push Not at hne
  obtain ⟨g, hg, hI⟩ := hne
  -- rescale one gauge function that changes the energy
  obtain ⟨k, hk⟩ : ∃ k : ℝ, k * (∫ x, a x * deriv g x) = E - localHybridEnergy a eX eSL :=
    ⟨_, div_mul_cancel₀ _ hI⟩
  have hkg : IsGauge (fun x => k * g x) :=
    ⟨contDiff_const.mul hg.smooth, hg.compact.mul_left⟩
  refine ⟨_, hkg, ?_⟩
  have hs : ∫ x, a x * deriv (fun x => k * g x) x = k * ∫ x, a x * deriv g x := by
    rw [← integral_const_mul]
    congr 1
    funext x
    rw [(((contDiff_one_iff_deriv.1 hg.smooth).1 x).hasDerivAt.const_mul k).deriv]
    ring
  rw [localHybridEnergy_regauge ha hE hkg, hs, hk]
  ring

end

end LocalHybridGauge
```

```lean
#print axioms LocalHybridGauge.localHybridEnergy_regauge
-- 'LocalHybridGauge.localHybridEnergy_regauge' depends on axioms: [propext, Classical.choice, Quot.sound]
#print axioms LocalHybridGauge.gauge_shift_eq_neg_gradient
-- 'LocalHybridGauge.gauge_shift_eq_neg_gradient' depends on axioms: [propext, Classical.choice, Quot.sound]
#print axioms LocalHybridGauge.gauge_invariant_iff_global_hybrid
-- 'LocalHybridGauge.gauge_invariant_iff_global_hybrid' depends on axioms: [propext, Classical.choice, Quot.sound]
#print axioms LocalHybridGauge.exists_gauge_with_energy
-- 'LocalHybridGauge.exists_gauge_with_energy' depends on axioms: [propext, Classical.choice, Quot.sound]
```
